# A trial function with optimized length scale obeys the virial theorem in a power-law potential

## Does the best scale always balance kinetic and potential energy?

Take the Gaussian $e^{-s^2r^2}$ as a trial function for hydrogen. In atomic units its energy is a parabola in the scale $s$,

$$E(s)=\tfrac32 s^2-2\sqrt{2/\pi}\,s .$$

At the minimum, $s=\tfrac23\sqrt{2/\pi}$, the kinetic energy is $4/(3\pi)$ and the potential energy is $-8/(3\pi)$. The total, about $-0.424$, is well above the exact $-0.5$, yet twice the kinetic energy is exactly minus the potential energy.

I believe the same happens for any potential homogeneous of degree $n$: optimize the length scale, and $2\langle T\rangle=n\langle V\rangle$ follows. Can this be made rigorous and machine-checked, including that the stationary point is the global minimum?

## Yes, for $n>-2$ and $nV>0$

Let $\psi$ be a trial function on the line, and set $\psi_s(x)=\sqrt s\,\psi(sx)$ with $s>0$. Write $T=\frac12\int|\psi'|^2dx$ and $V=\int g|x|^n|\psi|^2dx$, where $g$ is the strength of the potential and $m=\hbar=1$. Since $|\psi_s(x)|^2=s|\psi(sx)|^2$, substituting $y=sx$ shows that the norm is unchanged. Likewise $|\psi_s'(x)|^2=s^3|\psi'(sx)|^2$ and $|x|^n=s^{-n}|sx|^n$, so the same substitution gives

$$E(s)=s^2T+s^{-n}V,\qquad E'(s)=\frac{2s^2T-n s^{-n}V}{s}.$$

The slope vanishes exactly when $s^{n+2}=nV/(2T)$. For $T>0$ and $nV>0$ the right side is positive, and $n+2\neq0$, so there is one positive solution, $s_0=(nV/2T)^{1/(n+2)}$.

To see that $s_0$ is the global minimum, put $A=s_0^2T$ and $B=s_0^{-n}V$, so that $2A=nB$. Any other scale is $s_0e^x$ with a real number $x\ne0$ (here not the position), and its energy is $Ae^{2x}+Be^{-nx}$. Recall that $e^y>1+y$ for $y\neq0$.

- If $n>0$, then $B>0$, and the energy exceeds $A(1+2x)+B(1-nx)=A+B+x(2A-nB)=A+B$.
- If $-2<n<0$, then $B<0$ and that bound fails. Multiply the desired inequality by $e^{nx}$; it becomes $Ae^{(n+2)x}-(A+B)e^{nx}+B>0$. Here $A+B=\frac{n+2}{2}B<0$, so both exponentials have positive weight, and the left side exceeds $A(1+(n+2)x)-(A+B)(1+nx)+B=x(2A-nB)=0$.

At the minimum $E=A+B$, hence $nE=(n+2)A$.

The Lean file carries out this argument, starting from the wave function.

```lean
import Mathlib

open MeasureTheory

namespace VirialOptimizedScale

noncomputable section

/-- The energy `s² T + s^(-n) V` at scale `s > 0`, for a potential homogeneous of degree `n`. -/
def scaledEnergy (n T V s : ℝ) : ℝ := s ^ 2 * T + s ^ (-n) * V

/-- The scale `(n V / (2 T))^(1/(n+2))`, for `T > 0`, `n > -2` and `n V > 0`. -/
def optimalScale (n T V : ℝ) : ℝ := (n * V / (2 * T)) ^ (1 / (n + 2))

/-- The trial function `√s ψ(s x)` obtained from `ψ` by a dilation with `s > 0`. -/
def dilate (s : ℝ) (ψ : ℝ → ℂ) : ℝ → ℂ := fun x => ((√s : ℝ) : ℂ) * ψ (s * x)

/-- The kinetic energy `½ ∫ |ψ'|²` on the line, with the pointwise derivative and in units
where the mass and `ħ` are one. -/
def kinetic (ψ : ℝ → ℂ) : ℝ := 1 / 2 * ∫ x, ‖deriv ψ x‖ ^ 2

/-- The potential energy `∫ g |x|^n |ψ|²` in a power-law potential of strength `g`. -/
def potential (n g : ℝ) (ψ : ℝ → ℂ) : ℝ := ∫ x, g * |x| ^ n * ‖ψ x‖ ^ 2

/-- The probability density of a dilated function is `s |ψ(s x)|²`. -/
theorem density_dilate {s : ℝ} (hs : 0 < s) (ψ : ℝ → ℂ) (x : ℝ) :
    ‖dilate s ψ x‖ ^ 2 = s * ‖ψ (s * x)‖ ^ 2 := by
  unfold dilate
  rw [norm_mul, Complex.norm_real, Real.norm_of_nonneg (Real.sqrt_nonneg s), mul_pow,
    Real.sq_sqrt hs.le]

/-- Dilation preserves the total probability. -/
theorem norm_dilate {s : ℝ} (hs : 0 < s) (ψ : ℝ → ℂ) :
    ∫ x, ‖dilate s ψ x‖ ^ 2 = ∫ x, ‖ψ x‖ ^ 2 := by
  simp only [density_dilate hs]
  rw [integral_const_mul, Measure.integral_comp_mul_left (fun y => ‖ψ y‖ ^ 2) s,
    abs_of_pos (inv_pos.mpr hs), smul_eq_mul, mul_inv_cancel_left₀ hs.ne']

/-- Under dilation the kinetic energy is multiplied by `s²`. -/
theorem kinetic_dilate {s : ℝ} (hs : 0 < s) (ψ : ℝ → ℂ) :
    kinetic (dilate s ψ) = s ^ 2 * kinetic ψ := by
  have h : ∀ x, ‖deriv (dilate s ψ) x‖ ^ 2 = s ^ 3 * ‖deriv ψ (s * x)‖ ^ 2 := by
    intro x
    have hd : deriv (dilate s ψ) x = ((√s : ℝ) : ℂ) * (s • deriv ψ (s * x)) := by
      unfold dilate
      rw [deriv_const_mul_field, deriv_comp_mul_left]
    rw [hd, norm_mul, norm_smul, Complex.norm_real, Real.norm_of_nonneg (Real.sqrt_nonneg s),
      Real.norm_of_nonneg hs.le, mul_pow, mul_pow, Real.sq_sqrt hs.le]
    ring
  simp only [kinetic, h]
  -- change of variables `y = s x`
  rw [integral_const_mul, Measure.integral_comp_mul_left (fun y => ‖deriv ψ y‖ ^ 2) s,
    abs_of_pos (inv_pos.mpr hs), smul_eq_mul]
  field_simp

/-- Under dilation the potential energy in `g |x|^n` is multiplied by `s^(-n)`. -/
theorem potential_dilate {s : ℝ} (hs : 0 < s) (n g : ℝ) (ψ : ℝ → ℂ) :
    potential n g (dilate s ψ) = s ^ (-n) * potential n g ψ := by
  have h1 : s ^ (-n) * s ^ n = 1 := by
    rw [← Real.rpow_add hs, neg_add_cancel, Real.rpow_zero]
  have h : ∀ x, g * |x| ^ n * ‖dilate s ψ x‖ ^ 2
      = (s * s ^ (-n)) * (g * |s * x| ^ n * ‖ψ (s * x)‖ ^ 2) := by
    intro x
    rw [density_dilate hs, abs_mul, abs_of_pos hs, Real.mul_rpow hs.le (abs_nonneg x)]
    linear_combination (-(s * g * |x| ^ n * ‖ψ (s * x)‖ ^ 2)) * h1
  simp only [potential, h]
  rw [integral_const_mul,
    Measure.integral_comp_mul_left (fun y => g * |y| ^ n * ‖ψ y‖ ^ 2) s,
    abs_of_pos (inv_pos.mpr hs), smul_eq_mul, mul_comm s, mul_assoc,
    mul_inv_cancel_left₀ hs.ne']

/-- The slope of the scaled energy is the virial difference `2 s² T - n s^(-n) V` over `s`. -/
theorem hasDerivAt_scaledEnergy (n T V : ℝ) {s : ℝ} (hs : 0 < s) :
    HasDerivAt (scaledEnergy n T V) ((2 * (s ^ 2 * T) - n * (s ^ (-n) * V)) / s) s := by
  have h1 : s ^ (-n - 1) * s = s ^ (-n) := by
    rw [Real.rpow_sub_one hs.ne', div_mul_cancel₀ _ hs.ne']
  have h := ((hasDerivAt_pow 2 s).mul_const T).fun_add
    ((Real.hasDerivAt_rpow_const (p := -n) (Or.inl hs.ne')).mul_const V)
  refine h.congr_deriv ?_
  rw [eq_div_iff hs.ne']
  simp only [Nat.cast_ofNat, Nat.reduceSub, pow_one]
  linear_combination (-n * V) * h1

/-- The virial relation holds at a positive scale exactly when that scale is `optimalScale`. -/
theorem virial_iff {n T V s : ℝ} (hT : 0 < T) (hn : -2 < n) (hV : 0 < n * V) (hs : 0 < s) :
    2 * (s ^ 2 * T) = n * (s ^ (-n) * V) ↔ s = optimalScale n T V := by
  have hn2 : n + 2 ≠ 0 := by linarith
  have ha : 0 < n * V / (2 * T) := by positivity
  have hq : 0 < s ^ (-n) := Real.rpow_pos_of_pos hs _
  have h : s ^ (-n) * s ^ (n + 2) = s ^ 2 := by
    rw [← Real.rpow_add hs, show -n + (n + 2) = ((2 : ℕ) : ℝ) by push_cast; ring,
      Real.rpow_natCast]
  constructor
  · intro hvir
    have hp : s ^ (n + 2) = n * V / (2 * T) := by
      rw [eq_div_iff (by positivity)]
      exact mul_left_cancel₀ hq.ne' (by linear_combination hvir + 2 * T * h)
    rw [optimalScale, ← hp, ← Real.rpow_mul hs.le, mul_one_div_cancel hn2, Real.rpow_one]
  · intro hopt
    have hp : s ^ (n + 2) = n * V / (2 * T) := by
      rw [hopt, optimalScale, ← Real.rpow_mul ha.le, one_div_mul_cancel hn2, Real.rpow_one]
    rw [eq_div_iff (by positivity)] at hp
    linear_combination s ^ (-n) * hp - 2 * T * h

/-- If `A > 0`, `n > -2` and `2A = nB`, then `A e^(2x) + B e^(-nx)` exceeds `A + B` for every
`x ≠ 0`. -/
theorem energy_rises {n A B x : ℝ} (hA : 0 < A) (hn : -2 < n) (hAB : 2 * A = n * B)
    (hx : x ≠ 0) : A + B < A * Real.exp (2 * x) + B * Real.exp (x * -n) := by
  have hn0 : n ≠ 0 := by
    rintro rfl
    linarith
  have hxAB : x * (2 * A) = x * (n * B) := by rw [hAB]
  rcases lt_or_gt_of_ne hn0 with hneg | hpos
  · have hB : B < 0 := by
      by_contra hc
      nlinarith [mul_nonneg (neg_nonneg.mpr hneg.le) (not_lt.mp hc)]
    have hS : A + B < 0 := by
      nlinarith [mul_pos (neg_pos.mpr hB) (show 0 < n + 2 by linarith)]
    have h1 := Real.add_one_lt_exp (mul_ne_zero (show n + 2 ≠ 0 by linarith) hx)
    have h2 := Real.add_one_lt_exp (mul_ne_zero hn0 hx)
    have e1 : Real.exp ((n + 2) * x) = Real.exp (n * x) * Real.exp (2 * x) := by
      rw [← Real.exp_add, add_mul]
    have e2 : Real.exp (n * x) * Real.exp (x * -n) = 1 := by
      rw [← Real.exp_add, show n * x + x * -n = 0 by ring, Real.exp_zero]
    -- multiply by `e^(nx)`, so that both exponentials enter with positive weight
    have e3 : Real.exp (n * x) * (A * Real.exp (2 * x) + B * Real.exp (x * -n))
        = A * Real.exp ((n + 2) * x) + B := by
      rw [e1]
      linear_combination B * e2
    refine lt_of_mul_lt_mul_left ?_ (Real.exp_pos (n * x)).le
    rw [e3]
    nlinarith [mul_pos hA (sub_pos.mpr h1), mul_pos (neg_pos.mpr hS) (sub_pos.mpr h2)]
  · have hB : 0 < B := by
      by_contra hc
      nlinarith [mul_nonneg hpos.le (neg_nonneg.mpr (not_lt.mp hc))]
    have h1 := Real.add_one_lt_exp (mul_ne_zero two_ne_zero hx)
    have h2 := Real.add_one_lt_exp (mul_ne_zero hx (neg_ne_zero.mpr hn0))
    nlinarith [mul_pos hA (sub_pos.mpr h1), mul_pos hB (sub_pos.mpr h2)]

/-- The scaled energy has its strict global minimum over `s > 0` at `optimalScale`, and there
twice the kinetic part equals `n` times the potential part. -/
theorem optimized_scale_virial {n T V : ℝ} (hT : 0 < T) (hn : -2 < n) (hV : 0 < n * V) :
    0 < optimalScale n T V ∧
    (∀ r, 0 < r → r ≠ optimalScale n T V →
      scaledEnergy n T V (optimalScale n T V) < scaledEnergy n T V r) ∧
    2 * (optimalScale n T V ^ 2 * T) = n * (optimalScale n T V ^ (-n) * V) := by
  have hs : 0 < optimalScale n T V := Real.rpow_pos_of_pos (by positivity) _
  have hvir := (virial_iff hT hn hV hs).mpr rfl
  refine ⟨hs, ?_, hvir⟩
  generalize optimalScale n T V = s at hs hvir ⊢
  intro r hr hne
  -- write the competing scale as `s e^x`
  obtain ⟨x, rfl⟩ : ∃ x, r = s * Real.exp x :=
    ⟨Real.log (r / s), by rw [Real.exp_log (div_pos hr hs), mul_div_cancel₀ _ hs.ne']⟩
  have hx : x ≠ 0 := by
    rintro rfl
    exact hne (by rw [Real.exp_zero, mul_one])
  have key := energy_rises (mul_pos (pow_pos hs 2) hT) hn hvir hx
  have e2 : Real.exp (2 * x) = Real.exp x ^ 2 := by rw [two_mul, Real.exp_add, sq]
  unfold scaledEnergy
  rw [Real.mul_rpow hs.le (Real.exp_pos x).le, ← Real.exp_mul, mul_pow, ← e2]
  linarith

/-- The minimum energy `E` and the kinetic part at the optimal scale obey
`n E = (n + 2) s² T`. -/
theorem minimum_energy {n T V : ℝ} (hT : 0 < T) (hn : -2 < n) (hV : 0 < n * V) :
    n * scaledEnergy n T V (optimalScale n T V) = (n + 2) * (optimalScale n T V ^ 2 * T) := by
  have h := (optimized_scale_virial hT hn hV).2.2
  unfold scaledEnergy
  linear_combination -h

/-- If `n > -2`, `⟨T⟩ > 0` and `n⟨V⟩ > 0` for a trial function in the potential `g |x|^n`, then
among all its dilations exactly one has the lowest energy, and that dilated function obeys the
virial theorem `2⟨T⟩ = n⟨V⟩`. -/
theorem trial_function_virial {n g : ℝ} {ψ : ℝ → ℂ} (hn : -2 < n) (hT : 0 < kinetic ψ)
    (hV : 0 < n * potential n g ψ) :
    ∃ s, 0 < s ∧
      (∀ r, 0 < r → r ≠ s → kinetic (dilate s ψ) + potential n g (dilate s ψ)
        < kinetic (dilate r ψ) + potential n g (dilate r ψ)) ∧
      2 * kinetic (dilate s ψ) = n * potential n g (dilate s ψ) := by
  obtain ⟨hs, hmin, hvir⟩ := optimized_scale_virial hT hn hV
  refine ⟨_, hs, fun r hr hne => ?_, ?_⟩
  · rw [kinetic_dilate hs, potential_dilate hs, kinetic_dilate hr, potential_dilate hr]
    exact hmin r hr hne
  · rw [kinetic_dilate hs, potential_dilate hs]
    exact hvir

end

end VirialOptimizedScale
```

```lean
#print axioms VirialOptimizedScale.norm_dilate
#print axioms VirialOptimizedScale.hasDerivAt_scaledEnergy
#print axioms VirialOptimizedScale.minimum_energy
#print axioms VirialOptimizedScale.trial_function_virial
```

```
'VirialOptimizedScale.norm_dilate' depends on axioms: [propext, Classical.choice, Quot.sound]
'VirialOptimizedScale.hasDerivAt_scaledEnergy' depends on axioms: [propext, Classical.choice, Quot.sound]
'VirialOptimizedScale.minimum_energy' depends on axioms: [propext, Classical.choice, Quot.sound]
'VirialOptimizedScale.trial_function_virial' depends on axioms: [propext, Classical.choice, Quot.sound]
```

## From real numbers to trial functions

`optimized_scale_virial` is about real numbers $T$, $V$ and $n$. For $T>0$, $n>-2$ and $nV>0$ it says that `optimalScale n T V` is positive, that every other positive scale has strictly higher energy, and that the virial relation holds there. It therefore applies wherever the two energies scale in this way, including the three-dimensional Gaussian above.

`trial_function_virial` makes the statement for one particle on a line, with `ψ : ℝ → ℂ`, `dilate s ψ` for $\psi_s$, and `kinetic` and `potential` for the two integrals. Exactly one dilation has the lowest energy, and the dilated function satisfies $2\langle T\rangle=n\langle V\rangle$. No normalization is assumed: for a square-integrable, nonzero $\psi$ the expectation values are these integrals divided by $\int|\psi|^2dx$, which is the same for all dilations.

The hypotheses have a physical meaning. `0 < n * V` selects a positive potential energy in a confining potential ($n>0$) or a negative one in an attractive potential ($n<0$), and it excludes $n=0$. `-2 < n` makes the kinetic cost of compression outgrow the attraction, so the function does not collapse.

Lean assigns $0$ to a divergent integral, which the positivity hypotheses exclude, and to a missing derivative, so the physical reading is for continuous, piecewise smooth $\psi$. For $n\le-1$ a finite potential energy on the line then requires $\psi(0)=0$. This excludes a Gaussian centred at the origin for $n=-1$, although in three dimensions its Coulomb energy is finite.

The virial theorem usually concerns exact stationary states. Here no Schrödinger equation is solved, and only the scale is optimized.

## How the proof follows the calculation

`density_dilate` is the pointwise formula for $|\psi_s|^2$, and `norm_dilate`, `kinetic_dilate` and `potential_dilate` are the changes of variables; `Measure.integral_comp_mul_left` supplies the factor $1/s$. `hasDerivAt_scaledEnergy` is the formula for $E'(s)$. It identifies the virial relation as stationarity, but the minimum is proved without it.

`virial_iff` solves the relation for $s$. Its key identity is $s^{-n}s^{n+2}=s^2$, which turns the relation into $s^{n+2}=nV/(2T)$; taking the power $1/(n+2)$ gives the scale.

`energy_rises` contains the two cases above. `Real.add_one_lt_exp` provides the strict inequality twice in each case, and `nlinarith` adds the results with their positive weights. For $n<0$, `e3` records the multiplication by $e^{nx}$, and `lt_of_mul_lt_mul_left` removes the factor.

`optimized_scale_virial` writes a competing scale $r$ as $se^x$ with $x=\log(r/s)$ and applies `energy_rises`. `minimum_energy` is the relation $nE=(n+2)s^2T$, and `trial_function_virial` inserts the scaling laws.

## Rescaling an atomic calculation, and the exact ground state

For an atom with its nucleus fixed at the origin, every Coulomb term has degree $-1$. Given the expectation values $T$ and $V<0$ from any trial function, a program can rescale all electron coordinates by $s=-V/(2T)$. The energy becomes $-V^2/(4T)$ and the ratio $-\langle V\rangle/\langle T\rangle$ becomes $2$. A different ratio shows that the scale was not optimal; a ratio of $2$ does not show that the function is accurate, as the Gaussian demonstrates.

The same argument covers an exact ground state with finite $T$ and $V$ in a homogeneous potential. No dilation can lower its energy, so $s=1$ is already optimal and $2\langle T\rangle=n\langle V\rangle$. These two applications are argued here in prose and have no theorem of their own in the file.
